# Two distinct Ising spins are uncorrelated when all configurations have equal weight

For a finite set of sites, each carrying a sign `1` or `-1`, the theorem says that the product of the signs at two different sites sums to zero over all sign assignments. In physics this is the vanishing two-site correlation of non-interacting Ising spins with no field, all configurations being weighted equally. The sum is unnormalised; dividing it by the number of configurations gives the average, which is also zero. The proof flips the sign at `i`, which permutes the configurations and should reverse every term, so that the sum equals its own negative.

The failing Lean file:

```lean
import Mathlib

open Matrix

namespace SumSignsEqZero

noncomputable section

variable {n : Type*} [Fintype n] [DecidableEq n]

/-- The vector of signs `1` and `-1` encoded by a Boolean assignment. -/
def signVec (b : n → Bool) : n → ℝ := fun i => if b i = true then 1 else -1

/-- For `i ≠ j`, the product of the components `i` and `j` sums to zero over all sign vectors. -/
theorem sum_signs_eq_zero {i j : n} (h : i ≠ j) :
    ∑ b : n → Bool, signVec b i * signVec b j = 0 := by
  -- flipping the sign at `i` reverses every term
  have hinv : Function.Involutive
      (fun b : n → Bool => Function.update b i (!b i)) := by
    intro b
    simp
  have h1 := Equiv.sum_comp (Function.Involutive.toPerm _ hinv)
    (fun b => signVec b i * signVec b j)
  have h2 : ∀ b : n → Bool, signVec (Function.Involutive.toPerm _ hinv b) i *
      signVec (Function.Involutive.toPerm _ hinv b) j = -(signVec b i * signVec b j) := by
    intro b
    change (if Function.update b i (!b i) i = true then (1 : ℝ) else -1) *
      (if Function.update b i (!b i) j = true then (1 : ℝ) else -1) =
      -((if b i = true then (1 : ℝ) else -1) * (if b j = true then (1 : ℝ) else -1))
    rw [Function.update_self, Function.update_of_ne h.symm]
    cases b i <;> simp
  simp only [h2, Finset.sum_neg_distrib] at h1
  linarith

end

end SumSignsEqZero
```

The compiler's answer:

```
Main.lean:25:88: error: unsolved goals
case false
n : Type u_1
inst✝¹ : Fintype n
inst✝ : DecidableEq n
i j : n
h : i ≠ j
hinv : Function.Involutive fun b => Function.update b i !b i
h1 :
  ∑ i_1,
      signVec ((Function.Involutive.toPerm (fun b => Function.update b i !b i) hinv) i_1) i *
        signVec ((Function.Involutive.toPerm (fun b => Function.update b i !b i) hinv) i_1) j =
    ∑ i_1, signVec i_1 i * signVec i_1 j
b : n → Bool
⊢ (if b j = true then 1 else -1) = -if b j = true then -1 else 1

case true
n : Type u_1
inst✝¹ : Fintype n
inst✝ : DecidableEq n
i j : n
h : i ≠ j
hinv : Function.Involutive fun b => Function.update b i !b i
h1 :
  ∑ i_1,
      signVec ((Function.Involutive.toPerm (fun b => Function.update b i !b i) hinv) i_1) i *
        signVec ((Function.Involutive.toPerm (fun b => Function.update b i !b i) hinv) i_1) j =
    ∑ i_1, signVec i_1 i * signVec i_1 j
b : n → Bool
⊢ (if b j = true then -1 else 1) = -if b j = true then 1 else -1
```

Lean accepts the file once it reads:

```diff
@@ -29,5 +29,5 @@
       -((if b i = true then (1 : ℝ) else -1) * (if b j = true then (1 : ℝ) else -1))
     rw [Function.update_self, Function.update_of_ne h.symm]
-    cases b i <;> simp
+    cases b i <;> cases b j <;> simp
   simp only [h2, Finset.sum_neg_distrib] at h1
   linarith
```

Cause. The error comes from the proof of `h2`, the claim that flipping the sign at `i` negates the product. Both goals left over are true, but `simp` did not close them.

The step `cases b i` settles the sign at `i`, but the value of `b j` is still unknown. In each case `simp` carries a factor `-1` into the branches of an `if`, while the minus sign of the right-hand side stays in front of its `if`. In the `false` case both happen on the right, and `simp` must still show that `if b j = true then 1 else -1` equals `-if b j = true then -1 else 1`. In the `true` case the factor `-1` is absorbed on the left instead. The two sides agree for either value of `b j`, but they are written differently, and this `simp` call does not split on `b j` to compare them.

The repair adds `cases b j`, giving four cases in which both Booleans are known. Every `if` then reduces to a number, and `simp` can check the remaining arithmetic.
